# At most 2^(L−1) sum-zero potentials give one particle on L sites a real eigenstate with a prescribed positive density

## From a density back to its potentials

To find the potentials that give a lattice particle an eigenstate with target density ρ, one can run through the signs of the amplitudes ±√ρᵢ, keep the sign on site 0 positive, and read one potential off the eigenvalue equation for each pattern. For one particle on L sites with fixed real hopping, a strictly positive normalised ρ and real eigenstates, this loop has 2^(L−1) passes and finds every such potential up to an additive constant. It thus bounds the ambiguity of density-to-potential inversion for real eigenstates when the energy level is left open, in this finite one-particle model.

The Hamiltonian is T + diag(v), where T is a real matrix holding the hopping and any fixed on-site terms, and v is the potential. A constant added to v shifts all energies and changes no eigenvector, so the condition Σᵢ vᵢ = 0 picks one potential from each family of shifted copies. Positivity of ρ means that the orbital vanishes on no site. On a site where it did vanish, the eigenvalue equation would leave vᵢ undetermined.

## What is counted

Write L = n + 1 and number the sites 0, …, n, as `Fin (n + 1)` does. The set `densityPotentials T ρ` contains the sum-zero v for which some real energy E and real orbital ψ satisfy

ψ·ψ = 1,  ψᵢ² = ρᵢ for all i,  (T + diag(v))ψ = Eψ.

Since E is only required to exist, ground and excited states both count. The set collects potentials, so a potential with two eigenstates of density ρ is counted once.

There are three results:

- `card_potentials_le`: for every real T and strictly positive ρ, the set is finite and has at most 2^n elements. Symmetry of T is not needed, and neither is normalisation of ρ, because the set is empty if ρ does not sum to 1. Finiteness is stated separately because `ncard` assigns 0 to infinite sets.
- `star_card_potentials`: for unit hopping between site 0 and every other site, T is symmetric and the count is exactly 2^n, provided that ρ is positive and normalised and the weight ρ₀ on the central site is not 1/2.
- `two_site_card_potentials`: on two sites with density (1/2, 1/2), every real symmetric T has exactly one such potential, so the bound of 2 is not reached.

Complex eigenvectors, densities with zeros and interacting particles are not treated.

## One potential for each sign pattern

Since ψᵢ ≠ 0, the eigenvalue equation on site i can be divided by ψᵢ:

vᵢ = E − rᵢ,  where rᵢ = (Tψ)ᵢ/ψᵢ.

Summing over the sites and using Σᵢ vᵢ = 0 fixes the energy:

E = (1/(n + 1)) Σₖ rₖ.

So ψ determines v. Replacing ψ by −ψ leaves every rᵢ unchanged, and ψ₀ may therefore be taken positive. Then ψ₀ = √ρ₀, and the other n amplitudes are ±√ρᵢ. There are 2^n sign patterns, hence at most 2^n potentials.

Conversely, if ρ is normalised, each pattern is a unit vector, and these formulas give a sum-zero potential v for which it is an eigenvector of T + diag(v).

## Why the star reaches the bound

Let j run from 0 to n − 1, so that the outer sites are j + 1, and put q = √ρ₀. For an orbital ψ with ψ₀ = q, the star gives

r₀ = (Σⱼ ψⱼ₊₁)/q,  rⱼ₊₁ = q/ψⱼ₊₁ = qψⱼ₊₁/ρⱼ₊₁.

Suppose that two sign patterns, with orbitals ψ and φ, give the same potential. Their ratios then differ by a constant c on all sites. The outer sites give

q(ψⱼ₊₁ − φⱼ₊₁) = cρⱼ₊₁,

and summing over j gives

q Σⱼ (ψⱼ₊₁ − φⱼ₊₁) = c(1 − ρ₀).

The central site gives Σⱼ (ψⱼ₊₁ − φⱼ₊₁) = cq, so the same left-hand side also equals cρ₀. Therefore

c(1 − 2ρ₀) = 0.

With ρ₀ ≠ 1/2 we get c = 0. All amplitudes agree, and so do the signs.

## Two sites with equal density

Here ψ₀² = ψ₁² = 1/2. Multiply the equation on site 0 by 2ψ₀ and the one on site 1 by 2ψ₁, then subtract. The hopping terms cancel because T₀₁ = T₁₀, which leaves

v₀ − v₁ = T₁₁ − T₀₀.

Together with v₀ + v₁ = 0 this fixes v. The potential makes the two on-site energies equal, and the in-phase and out-of-phase orbitals are both eigenstates of the same Hamiltonian.

## The complete Lean file

```lean
import Mathlib

open Matrix

namespace LatticeDensityPotentials

noncomputable section

/-- The sum-zero potentials `v` for which `T + diag v` has a real unit eigenvector,
at any energy, with site density `ρ`. -/
def densityPotentials {L : ℕ} (T : Matrix (Fin L) (Fin L) ℝ) (ρ : Fin L → ℝ) :
    Set (Fin L → ℝ) :=
  {v | ∑ i, v i = 0 ∧ ∃ (E : ℝ) (ψ : Fin L → ℝ), ψ ⬝ᵥ ψ = 1 ∧ (∀ i, ψ i ^ 2 = ρ i) ∧
    (T + Matrix.diagonal v) *ᵥ ψ = E • ψ}

/-- The local ratio `(Tψ)ᵢ / ψᵢ`. -/
def hoppingRatio {L : ℕ} (T : Matrix (Fin L) (Fin L) ℝ) (ψ : Fin L → ℝ) (i : Fin L) : ℝ :=
  (T *ᵥ ψ) i / ψ i

/-- The potential obtained by inverting the eigenvalue equation for `ψ`: the site average
of the local ratio minus the local ratio. -/
def invertedPotential {n : ℕ} (T : Matrix (Fin (n + 1)) (Fin (n + 1)) ℝ)
    (ψ : Fin (n + 1) → ℝ) (i : Fin (n + 1)) : ℝ :=
  (∑ k, hoppingRatio T ψ k) / ((n : ℝ) + 1) - hoppingRatio T ψ i

/-- The orbital with amplitudes `±√ρᵢ`, with the plus sign on site 0 and signs `s` elsewhere. -/
def orbital {n : ℕ} (ρ : Fin (n + 1) → ℝ) (s : Fin n → Bool) : Fin (n + 1) → ℝ :=
  Fin.cons (α := fun _ => ℝ) (√(ρ 0))
    (fun j => if s j = true then √(ρ j.succ) else -√(ρ j.succ))

/-- The star graph: unit hopping between site 0 and every other site. -/
def starHopping (n : ℕ) : Matrix (Fin (n + 1)) (Fin (n + 1)) ℝ :=
  Matrix.of fun i j => if (i = 0 ↔ j = 0) then 0 else 1

/-- For an orbital without zeros, the eigenvalue equation at energy `E` holds exactly when
the potential is `E` minus the local ratio on every site. -/
theorem eigen_iff {L : ℕ} (T : Matrix (Fin L) (Fin L) ℝ) {v ψ : Fin L → ℝ} {E : ℝ}
    (hψ : ∀ i, ψ i ≠ 0) :
    (T + Matrix.diagonal v) *ᵥ ψ = E • ψ ↔ ∀ i, v i = E - hoppingRatio T ψ i := by
  have hr : ∀ i, hoppingRatio T ψ i * ψ i = (T *ᵥ ψ) i := fun i => by
    unfold hoppingRatio
    exact div_mul_cancel₀ _ (hψ i)
  constructor
  · intro h i
    have hi := congrFun h i
    simp only [Matrix.add_mulVec, Pi.add_apply, Matrix.mulVec_diagonal, Pi.smul_apply,
      smul_eq_mul] at hi
    apply mul_right_cancel₀ (hψ i)
    linear_combination hi + hr i
  · intro h
    funext i
    simp only [Matrix.add_mulVec, Pi.add_apply, Matrix.mulVec_diagonal, Pi.smul_apply,
      smul_eq_mul]
    rw [h i]
    linear_combination -hr i

/-- For strictly positive `ρ`, the orbital with any sign pattern has density `ρ`. -/
theorem orbital_sq {n : ℕ} {ρ : Fin (n + 1) → ℝ} (hρ : ∀ i, 0 < ρ i) (s : Fin n → Bool)
    (i : Fin (n + 1)) : orbital ρ s i ^ 2 = ρ i := by
  induction i using Fin.cases with
  | zero => simp [orbital, Real.sq_sqrt (hρ 0).le]
  | succ j => cases h : s j <;> simp [orbital, h, Real.sq_sqrt (hρ j.succ).le]

/-- For strictly positive `ρ`, every sum-zero potential with a real unit eigenstate of density `ρ`
is the inverted potential of one of the signed orbitals. -/
theorem exists_signs {n : ℕ} (T : Matrix (Fin (n + 1)) (Fin (n + 1)) ℝ)
    {ρ : Fin (n + 1) → ℝ} (hρ : ∀ i, 0 < ρ i) {v : Fin (n + 1) → ℝ}
    (hv : v ∈ densityPotentials T ρ) : ∃ s, invertedPotential T (orbital ρ s) = v := by
  obtain ⟨hs, E, ψ, -, hd, he⟩ := hv
  have hne : ∀ i, ψ i ≠ 0 := fun i h0 => by
    have h1 := hd i
    rw [h0] at h1
    have h2 := hρ i
    norm_num at h1
    linarith
  have hvE := (eigen_iff T hne).mp he
  -- the gauge condition fixes the energy
  have hv' : invertedPotential T ψ = v := by
    have hsum : ∑ i, (E - hoppingRatio T ψ i) = 0 := by
      rw [← hs]
      exact Finset.sum_congr rfl fun i _ => (hvE i).symm
    rw [Finset.sum_sub_distrib] at hsum
    simp only [Finset.sum_const, Finset.card_univ, Fintype.card_fin, nsmul_eq_mul,
      Nat.cast_add, Nat.cast_one] at hsum
    have hn : (n : ℝ) + 1 ≠ 0 := by positivity
    have hE : (∑ k, hoppingRatio T ψ k) / ((n : ℝ) + 1) = E := by
      rw [div_eq_iff hn]
      linarith
    funext i
    rw [hvE i, invertedPotential, hE]
  -- an orbital that is positive on site 0 is a signed orbital
  have key : ∀ φ : Fin (n + 1) → ℝ, (∀ i, φ i ^ 2 = ρ i) → 0 < φ 0 →
      ∃ s, orbital ρ s = φ := by
    intro φ h h0
    refine ⟨fun j => decide (0 < φ j.succ), ?_⟩
    funext i
    induction i using Fin.cases with
    | zero =>
      simp only [orbital, Fin.cons_zero]
      rw [← h 0, Real.sqrt_sq h0.le]
    | succ j =>
      simp only [orbital, Fin.cons_succ, decide_eq_true_eq]
      rw [← h j.succ, Real.sqrt_sq_eq_abs]
      split_ifs with hj
      · exact abs_of_pos hj
      · rw [abs_of_nonpos (not_lt.mp hj), neg_neg]
  rcases lt_or_gt_of_ne (hne 0) with h0 | h0
  · -- a global sign change leaves the potential unchanged
    obtain ⟨s, h⟩ := key (-ψ) (fun i => by rw [Pi.neg_apply, neg_sq, hd i])
      (by rw [Pi.neg_apply]; linarith)
    have hneg : hoppingRatio T (-ψ) = hoppingRatio T ψ := by
      funext i
      simp only [hoppingRatio, Matrix.mulVec_neg, Pi.neg_apply, neg_div_neg_eq]
    refine ⟨s, ?_⟩
    rw [h, ← hv']
    funext i
    simp only [invertedPotential, hneg]
  · obtain ⟨s, h⟩ := key ψ hd h0
    exact ⟨s, by rw [h, hv']⟩

/-- For a normalised positive density, each sign pattern gives a sum-zero potential that has
an eigenstate of this density. -/
theorem inverted_mem {n : ℕ} (T : Matrix (Fin (n + 1)) (Fin (n + 1)) ℝ)
    {ρ : Fin (n + 1) → ℝ} (hρ : ∀ i, 0 < ρ i) (hsum : ∑ i, ρ i = 1) (s : Fin n → Bool) :
    invertedPotential T (orbital ρ s) ∈ densityPotentials T ρ := by
  have hne : ∀ i, orbital ρ s i ≠ 0 := fun i =>
    pow_ne_zero_iff (two_ne_zero) |>.mp (by rw [orbital_sq hρ]; exact (hρ i).ne')
  refine ⟨?_, _, orbital ρ s, ?_, orbital_sq hρ s, (eigen_iff T hne).mpr fun i => rfl⟩
  · simp only [invertedPotential]
    rw [Finset.sum_sub_distrib]
    simp only [Finset.sum_const, Finset.card_univ, Fintype.card_fin, nsmul_eq_mul,
      Nat.cast_add, Nat.cast_one]
    have hn : (n : ℝ) + 1 ≠ 0 := by positivity
    rw [mul_comm, div_mul_cancel₀ _ hn, sub_self]
  · exact (Finset.sum_congr rfl fun i _ => by rw [← pow_two, orbital_sq hρ]).trans hsum

/-- On `n + 1` sites, at most `2 ^ n` sum-zero potentials have a real unit eigenstate, at any
energy level, with a given strictly positive density. -/
theorem card_potentials_le {n : ℕ} (T : Matrix (Fin (n + 1)) (Fin (n + 1)) ℝ)
    {ρ : Fin (n + 1) → ℝ} (hρ : ∀ i, 0 < ρ i) :
    (densityPotentials T ρ).Finite ∧ (densityPotentials T ρ).ncard ≤ 2 ^ n := by
  have hsub : densityPotentials T ρ ⊆
      (fun s => invertedPotential T (orbital ρ s)) '' Set.univ := fun v hv => by
    obtain ⟨s, h⟩ := exists_signs T hρ hv
    exact ⟨s, Set.mem_univ s, h⟩
  have hfin := (Set.finite_univ (α := Fin n → Bool)).image
    (fun s => invertedPotential T (orbital ρ s))
  refine ⟨hfin.subset hsub, (Set.ncard_le_ncard hsub hfin).trans ?_⟩
  refine (Set.ncard_image_le Set.finite_univ).trans ?_
  rw [Set.ncard_univ, Nat.card_eq_fintype_card]
  simp

/-- The star hopping matrix is symmetric. For every normalised positive density whose value on the
central site differs from one half, exactly `2 ^ n` sum-zero potentials added to this matrix give a
real unit eigenstate with that density. -/
theorem star_card_potentials {n : ℕ} {ρ : Fin (n + 1) → ℝ} (hρ : ∀ i, 0 < ρ i)
    (hsum : ∑ i, ρ i = 1) (hhalf : ρ 0 ≠ 1 / 2) :
    (starHopping n).IsSymm ∧ (densityPotentials (starHopping n) ρ).ncard = 2 ^ n := by
  have hT0 : ∀ ψ : Fin (n + 1) → ℝ, (starHopping n *ᵥ ψ) 0 = ∑ j : Fin n, ψ j.succ := by
    intro ψ
    simp [starHopping, Matrix.mulVec, dotProduct, Fin.sum_univ_succ, Fin.succ_ne_zero]
  have hTs : ∀ (ψ : Fin (n + 1) → ℝ) (j : Fin n), (starHopping n *ᵥ ψ) j.succ = ψ 0 := by
    intro ψ j
    simp [starHopping, Matrix.mulVec, dotProduct, Fin.succ_ne_zero]
  have ho : ∀ s, orbital ρ s 0 = √(ρ 0) := fun s => rfl
  have hq : 0 < √(ρ 0) := Real.sqrt_pos.mpr (hρ 0)
  have hq2 : √(ρ 0) * √(ρ 0) = ρ 0 := Real.mul_self_sqrt (hρ 0).le
  have hinj : Function.Injective
      (fun s => invertedPotential (starHopping n) (orbital ρ s)) := by
    intro s t h
    -- equal potentials: the local ratios differ by a constant c
    obtain ⟨c, hc⟩ : ∃ c, ∀ i, hoppingRatio (starHopping n) (orbital ρ s) i
        - hoppingRatio (starHopping n) (orbital ρ t) i = c :=
      ⟨(∑ k, hoppingRatio (starHopping n) (orbital ρ s) k) / ((n : ℝ) + 1)
        - (∑ k, hoppingRatio (starHopping n) (orbital ρ t) k) / ((n : ℝ) + 1), fun i => by
        have hi := congrFun h i
        simp only [invertedPotential] at hi
        linarith⟩
    have hm : ∀ (u : Fin n → Bool) (j : Fin n),
        √(ρ 0) / orbital ρ u j.succ * ρ j.succ = √(ρ 0) * orbital ρ u j.succ := by
      intro u j
      have h2 := orbital_sq hρ u j.succ
      have hne : orbital ρ u j.succ ≠ 0 := fun h0 => by
        rw [h0] at h2
        have h3 := hρ j.succ
        norm_num at h2
        linarith
      rw [← h2]
      field_simp
    have h1 : ∀ j : Fin n, √(ρ 0) * (orbital ρ s j.succ - orbital ρ t j.succ)
        = c * ρ j.succ := by
      intro j
      have hj := hc j.succ
      simp only [hoppingRatio, hTs, ho] at hj
      linear_combination ρ j.succ * hj - hm s j + hm t j
    have h2 := hc 0
    simp only [hoppingRatio, hT0, ho] at h2
    rw [← sub_div, div_eq_iff hq.ne'] at h2
    have h3 : √(ρ 0) * (∑ j : Fin n, orbital ρ s j.succ - ∑ j : Fin n, orbital ρ t j.succ)
        = c * ∑ j : Fin n, ρ j.succ := by
      rw [← Finset.sum_sub_distrib, Finset.mul_sum, Finset.mul_sum]
      exact Finset.sum_congr rfl fun j _ => h1 j
    have h4 := hsum
    rw [Fin.sum_univ_succ] at h4
    have h5 : c * (1 - 2 * ρ 0) = 0 := by
      linear_combination -c * h4 - h3 + √(ρ 0) * h2 + c * hq2
    have hc0 : c = 0 := by
      rcases mul_eq_zero.mp h5 with h6 | h6
      · exact h6
      · exact absurd (by linarith) hhalf
    -- hence all amplitudes, and so all signs, agree
    funext j
    have e := h1 j
    rw [hc0, zero_mul] at e
    have e' := (mul_eq_zero.mp e).resolve_left hq.ne'
    have hp := Real.sqrt_pos.mpr (hρ j.succ)
    simp only [orbital, Fin.cons_succ] at e'
    cases hs : s j <;> cases ht : t j
    · rfl
    · simp only [hs, ht, Bool.false_eq_true, reduceIte] at e'
      linarith
    · simp only [hs, ht, Bool.false_eq_true, reduceIte] at e'
      linarith
    · rfl
  constructor
  · ext i j
    simp [starHopping, Matrix.transpose_apply, iff_comm]
  · have heq : densityPotentials (starHopping n) ρ =
        (fun s => invertedPotential (starHopping n) (orbital ρ s)) '' Set.univ := by
      ext v
      constructor
      · intro hv
        obtain ⟨s, h⟩ := exists_signs _ hρ hv
        exact ⟨s, Set.mem_univ s, h⟩
      · rintro ⟨s, -, rfl⟩
        exact inverted_mem _ hρ hsum s
    rw [heq, Set.ncard_image_of_injective _ hinj, Set.ncard_univ, Nat.card_eq_fintype_card]
    simp

/-- On two sites, for every real symmetric `T`, exactly one sum-zero potential added to `T` gives a
real unit eigenstate with density one half on each site. -/
theorem two_site_card_potentials (T : Matrix (Fin 2) (Fin 2) ℝ) (hT : T.IsSymm) :
    (densityPotentials T (fun _ => 1 / 2)).ncard = 1 := by
  have key : ∀ v ∈ densityPotentials T (fun _ => 1 / 2),
      v 0 + v 1 = 0 ∧ v 0 - v 1 = T 1 1 - T 0 0 := by
    rintro v ⟨hs, E, ψ, -, hd, he⟩
    have d0 : ψ 0 ^ 2 = 1 / 2 := hd 0
    have d1 : ψ 1 ^ 2 = 1 / 2 := hd 1
    have h0 := congrFun he 0
    have h1 := congrFun he 1
    simp only [Matrix.add_mulVec, Pi.add_apply, Matrix.mulVec_diagonal, Pi.smul_apply,
      smul_eq_mul] at h0 h1
    simp only [Matrix.mulVec, dotProduct, Fin.sum_univ_two] at h0 h1 hs
    have hsym : T 1 0 = T 0 1 := hT.apply 0 1
    refine ⟨hs, ?_⟩
    linear_combination 2 * ψ 0 * h0 - 2 * ψ 1 * h1 - 2 * (T 0 0 + v 0 - E) * d0
      + 2 * (T 1 1 + v 1 - E) * d1 + 2 * ψ 0 * ψ 1 * hsym
  have hmem := inverted_mem (n := 1) T (ρ := fun _ => 1 / 2) (fun _ => by norm_num)
    (by norm_num [Fin.sum_univ_two]) (fun _ => true)
  refine Set.ncard_eq_one.mpr ⟨_, Set.eq_singleton_iff_unique_mem.mpr ⟨hmem, ?_⟩⟩
  intro w hw
  obtain ⟨a1, a2⟩ := key _ hmem
  obtain ⟨b1, b2⟩ := key w hw
  exact funext (Fin.forall_fin_two.mpr ⟨by linarith, by linarith⟩)

end

end LatticeDensityPotentials
```

```lean
#print axioms LatticeDensityPotentials.card_potentials_le
-- 'LatticeDensityPotentials.card_potentials_le' depends on axioms: [propext, Classical.choice, Quot.sound]
#print axioms LatticeDensityPotentials.star_card_potentials
-- 'LatticeDensityPotentials.star_card_potentials' depends on axioms: [propext, Classical.choice, Quot.sound]
#print axioms LatticeDensityPotentials.two_site_card_potentials
-- 'LatticeDensityPotentials.two_site_card_potentials' depends on axioms: [propext, Classical.choice, Quot.sound]
```

## How the code follows the argument

`hoppingRatio` is rᵢ, `invertedPotential` is the mean ratio minus rᵢ, and `orbital ρ s` has amplitude √ρ₀ on site 0 and signs `s` elsewhere. `eigen_iff` is the division by ψᵢ, in both directions, and `orbital_sq` checks that every signed orbital has density ρ.

`exists_signs` carries the upper bound. It first derives `hv'`, the statement that ψ determines v, by summing the site equations. Its local result `key` then recovers the signs of an orbital that is positive on site 0, using √(x²) = |x|. If ψ₀ is negative, `key` is applied to −ψ, and `hneg` shows that the ratios have not changed. `card_potentials_le` concludes that the set lies in the image of the 2^n functions `Fin n → Bool`.

`inverted_mem` is the converse: the potential sums to zero, the orbital is normalised, and `eigen_iff` supplies the eigenvalue equation.

In `star_card_potentials`, `h1` is the relation on the outer sites, `h3` its sum, `h2` the relation on the central site and `h5` the equation c(1 − 2ρ₀) = 0. This proves that different sign patterns give different potentials. Since `exists_signs` and `inverted_mem` identify the set with the image of all patterns, the count is 2^n.

In `two_site_card_potentials`, the `linear_combination` in `key` performs the multiplication and subtraction above. `inverted_mem`, applied to the all-positive orbital, supplies a potential, and the two linear equations show that any other one equals it.
